# The Clebsch–Gordan coefficients for maximal total spin obey the lowering recursion

Two spins j = a/2 and j′ = b/2 couple to the largest total spin, j + j′. In the Condon–Shortley phase convention, the Clebsch–Gordan coefficient for projections m = k − j and m′ = l − j′ is √(C(a,k) C(b,l) / C(a+b,k+l)), where C denotes a binomial coefficient. For k ≤ a and l ≤ b, the theorem states the recursion that comes from applying the total lowering operator, in units of ħ, to a normalised state of that total spin with definite projection, and comparing components. The statement itself is an identity between real numbers, in which no operators or state vectors appear. The proof treats k + l = a + b separately, since both sides are then zero. Otherwise it writes each of the three terms as a multiple of √(C(a,k) C(b,l) / C(a+b,k+l+1)), with factors a − k, b − l and a + b − (k + l), so that `ring` can finish.

As first written in Lean, the proof fails:

```lean
import Mathlib

open Finset

namespace StretchedCGLowering

noncomputable section

/-- Stretched coupling coefficient of two spins `a = 2j`, `b = 2j'` with projections
`k = j + m`, `l = j' + m'`, for `k ≤ a` and `l ≤ b`; outside this domain it is zero. -/
def stretchedCG (a k b l : ℕ) : ℝ :=
  √((a.choose k : ℝ) * b.choose l / (a + b).choose (k + l))

/-- For projections within range, the stretched coefficients obey the recursion obtained by
applying the total lowering operator `j₋ + j'₋` to a state of total spin `j + j'`. -/
theorem stretchedCG_lowering (a k b l : ℕ) (hk : k ≤ a) (hl : l ≤ b) :
    √(((k : ℝ) + 1) * (a - k)) * stretchedCG a (k + 1) b l +
      √(((l : ℝ) + 1) * (b - l)) * stretchedCG a k b (l + 1) =
    √(((k : ℝ) + l + 1) * (a + b - (k + l))) * stretchedCG a k b l := by
  by_cases htop : k + l = a + b
  · obtain ⟨rfl, rfl⟩ : k = a ∧ l = b := by omega
    simp
  have step : ∀ n i : ℕ, i ≤ n →
      (n.choose (i + 1) : ℝ) * ((i : ℝ) + 1) = n.choose i * ((n : ℝ) - i) := by
    intro n i hi
    rw [← Nat.cast_sub hi]
    exact_mod_cast Nat.choose_succ_right_eq n i
  have pull : ∀ u v w d : ℝ, 0 ≤ u → 0 ≤ d → u * v = d ^ 2 * w → √u * √v = d * √w := by
    intro u v w d hu hd h
    rw [← Real.sqrt_mul hu, h, Real.sqrt_mul (sq_nonneg d), Real.sqrt_sq hd]
  have hka : (0 : ℝ) ≤ a - k := sub_nonneg.mpr (by exact_mod_cast hk)
  have hlb : (0 : ℝ) ≤ b - l := sub_nonneg.mpr (by exact_mod_cast hl)
  have hD : (0 : ℝ) ≤ a + b - (k + l) := by linarith
  have hP : ((a + b).choose (k + l + 1) : ℝ) ≠ 0 := by
    exact_mod_cast (Nat.choose_pos (show k + l + 1 ≤ a + b by omega)).ne'
  have hQ : ((a + b).choose (k + l) : ℝ) ≠ 0 := by
    exact_mod_cast (Nat.choose_pos (show k + l ≤ a + b by omega)).ne'
  have e1 := step a k hk
  have e2 := step b l hl
  have e3 := step (a + b) (k + l) (by omega)
  push_cast at e3
  have e4 : ((k : ℝ) + l + 1) / (a + b).choose (k + l) =
      (a + b - (k + l)) / (a + b).choose (k + l + 1) := by
    rw [div_eq_div_iff hQ hP]
    linear_combination e3
  unfold stretchedCG
  rw [show k + 1 + l = k + l + 1 by omega, show k + (l + 1) = k + l + 1 by omega]
  -- each term is a multiple of the same square root
  rw [pull _ _ ((a.choose k : ℝ) * b.choose l / (a + b).choose (k + l + 1)) (a - k)
      (mul_nonneg (by positivity) hka) hka
      (by linear_combination
        ((a : ℝ) - k) * b.choose l / (a + b).choose (k + l + 1) * e1),
    pull _ _ ((a.choose k : ℝ) * b.choose l / (a + b).choose (k + l + 1)) (b - l)
      (mul_nonneg (by positivity) hlb) hlb
      (by linear_combination
        ((b : ℝ) - l) * a.choose k / (a + b).choose (k + l + 1) * e2),
    pull _ _ ((a.choose k : ℝ) * b.choose l / (a + b).choose (k + l + 1)) (a + b - (k + l))
      (mul_nonneg (by positivity) hD) hD
      (by linear_combination
        ((a : ℝ) + b - (k + l)) * (a.choose k * b.choose l) * e4)]
  ring

end

end StretchedCGLowering
```

Compiling this gives:

```
Main.lean:51:28: error: unexpected token '('; expected ')', ',' or ':'
Main.lean:51:10: error: ring failed, ring expressions not equal
a k b l : ℕ
hk : k ≤ a
hl : l ≤ b
htop : ¬k + l = a + b
step : ∀ (n i : ℕ), i ≤ n → ↑(n.choose (i + 1)) * (↑i + 1) = ↑(n.choose i) * (↑n - ↑i)
pull : ∀ (u v w d : ℝ), 0 ≤ u → 0 ≤ d → u * v = d ^ 2 * w → √u * √v = d * √w
hka : 0 ≤ ↑a - ↑k
hlb : 0 ≤ ↑b - ↑l
hD : 0 ≤ ↑a + ↑b - (↑k + ↑l)
hP : ↑((a + b).choose (k + l + 1)) ≠ 0
hQ : ↑((a + b).choose (k + l)) ≠ 0
e1 : ↑(a.choose (k + 1)) * (↑k + 1) = ↑(a.choose k) * (↑a - ↑k)
e2 : ↑(b.choose (l + 1)) * (↑l + 1) = ↑(b.choose l) * (↑b - ↑l)
e3 : ↑((a + b).choose (k + l + 1)) * (↑k + ↑l + 1) = ↑((a + b).choose (k + l)) * (↑a + ↑b - (↑k + ↑l))
e4 : (↑k + ↑l + 1) / ↑((a + b).choose (k + l)) = (↑a + ↑b - (↑k + ↑l)) / ↑((a + b).choose (k + l + 1))
⊢ ↑k * ↑a * ↑(a.choose (k + 1)) * ↑(b.choose l) * (↑((a + b).choose (k + l + 1)))⁻¹ +
                ↑k * ↑a * ↑(b.choose l) * (↑((a + b).choose (k + l + 1)))⁻¹ * ↑(a.choose k) * 2 -
              ↑k * ↑(a.choose (k + 1)) * ↑(b.choose l) * (↑((a + b).choose (k + l + 1)))⁻¹ -
            ↑k ^ 2 * ↑(a.choose (k + 1)) * ↑(b.choose l) * (↑((a + b).choose (k + l + 1)))⁻¹ -
          ↑k ^ 2 * ↑(b.choose l) * (↑((a + b).choose (k + l + 1)))⁻¹ * ↑(a.choose k) +
        ↑a * ↑(a.choose (k + 1)) * ↑(b.choose l) * (↑((a + b).choose (k + l + 1)))⁻¹ -
      ↑a ^ 2 * ↑(b.choose l) * (↑((a + b).choose (k + l + 1)))⁻¹ * ↑(a.choose k) =
    0
Main.lean:19:70: error: unsolved goals
case neg
a k b l : ℕ
hk : k ≤ a
hl : l ≤ b
htop : ¬k + l = a + b
step : ∀ (n i : ℕ), i ≤ n → ↑(n.choose (i + 1)) * (↑i + 1) = ↑(n.choose i) * (↑n - ↑i)
pull : ∀ (u v w d : ℝ), 0 ≤ u → 0 ≤ d → u * v = d ^ 2 * w → √u * √v = d * √w
hka : 0 ≤ ↑a - ↑k
hlb : 0 ≤ ↑b - ↑l
hD : 0 ≤ ↑a + ↑b - (↑k + ↑l)
hP : ↑((a + b).choose (k + l + 1)) ≠ 0
hQ : ↑((a + b).choose (k + l)) ≠ 0
e1 : ↑(a.choose (k + 1)) * (↑k + 1) = ↑(a.choose k) * (↑a - ↑k)
e2 : ↑(b.choose (l + 1)) * (↑l + 1) = ↑(b.choose l) * (↑b - ↑l)
e3 : ↑((a + b).choose (k + l + 1)) * (↑k + ↑l + 1) = ↑((a + b).choose (k + l)) * (↑a + ↑b - (↑k + ↑l))
e4 : (↑k + ↑l + 1) / ↑((a + b).choose (k + l)) = (↑a + ↑b - (↑k + ↑l)) / ↑((a + b).choose (k + l + 1))
⊢ (↑a - ↑k) * √(↑(a.choose k) * ↑(b.choose l) / ↑((a + b).choose (k + l + 1))) +
      √((↑l + 1) * (↑b - ↑l)) * √(↑(a.choose k) * ↑(b.choose (l + 1)) / ↑((a + b).choose (k + l + 1))) =
    √((↑k + ↑l + 1) * (↑a + ↑b - (↑k + ↑l))) * √(↑(a.choose k) * ↑(b.choose l) / ↑((a + b).choose (k + l)))
```

Cause. The fault is one of layout. The argument of `linear_combination` has to start to the right of the column where the tactic itself starts. Here the tactic follows `(by` and its argument is on the next line, two columns too far left, so Lean reads `linear_combination` as having no argument and then meets a `(` it can't place.

The other two errors follow from this. Without `e1`, `linear_combination` leaves `ring` to prove an equation that needs that hypothesis, and `ring` fails. The rest of the proof is lost after the parse error, so the last goal has only its first term rewritten.

The repair cures this by starting each argument on the same line as `linear_combination`. Indenting the old arguments further would also have cured the parse error. The new `pull` is tidying: it has the common square root built in and multiplies by the factor `d` itself, which makes the arguments shorter.

This version goes through:

```diff
@@ -26,7 +26,14 @@
     rw [← Nat.cast_sub hi]
     exact_mod_cast Nat.choose_succ_right_eq n i
-  have pull : ∀ u v w d : ℝ, 0 ≤ u → 0 ≤ d → u * v = d ^ 2 * w → √u * √v = d * √w := by
-    intro u v w d hu hd h
-    rw [← Real.sqrt_mul hu, h, Real.sqrt_mul (sq_nonneg d), Real.sqrt_sq hd]
+  -- each term is a multiple of one common square root
+  have pull : ∀ i d v : ℝ, 0 ≤ i → 0 ≤ d →
+      i * v = d * ((a.choose k : ℝ) * b.choose l / (a + b).choose (k + l + 1)) →
+      √(i * d) * √v =
+        d * √((a.choose k : ℝ) * b.choose l / (a + b).choose (k + l + 1)) := by
+    intro i d v hi hd h
+    have h' : i * d * v =
+        d ^ 2 * ((a.choose k : ℝ) * b.choose l / (a + b).choose (k + l + 1)) := by
+      linear_combination d * h
+    rw [← Real.sqrt_mul (mul_nonneg hi hd), h', Real.sqrt_mul (sq_nonneg d), Real.sqrt_sq hd]
   have hka : (0 : ℝ) ≤ a - k := sub_nonneg.mpr (by exact_mod_cast hk)
   have hlb : (0 : ℝ) ≤ b - l := sub_nonneg.mpr (by exact_mod_cast hl)
@@ -46,17 +53,10 @@
   unfold stretchedCG
   rw [show k + 1 + l = k + l + 1 by omega, show k + (l + 1) = k + l + 1 by omega]
-  -- each term is a multiple of the same square root
-  rw [pull _ _ ((a.choose k : ℝ) * b.choose l / (a + b).choose (k + l + 1)) (a - k)
-      (mul_nonneg (by positivity) hka) hka
-      (by linear_combination
-        ((a : ℝ) - k) * b.choose l / (a + b).choose (k + l + 1) * e1),
-    pull _ _ ((a.choose k : ℝ) * b.choose l / (a + b).choose (k + l + 1)) (b - l)
-      (mul_nonneg (by positivity) hlb) hlb
-      (by linear_combination
-        ((b : ℝ) - l) * a.choose k / (a + b).choose (k + l + 1) * e2),
-    pull _ _ ((a.choose k : ℝ) * b.choose l / (a + b).choose (k + l + 1)) (a + b - (k + l))
-      (mul_nonneg (by positivity) hD) hD
-      (by linear_combination
-        ((a : ℝ) + b - (k + l)) * (a.choose k * b.choose l) * e4)]
+  rw [pull _ _ _ (by positivity) hka
+      (by linear_combination (b.choose l : ℝ) / (a + b).choose (k + l + 1) * e1),
+    pull _ _ _ (by positivity) hlb
+      (by linear_combination (a.choose k : ℝ) / (a + b).choose (k + l + 1) * e2),
+    pull _ _ _ (by positivity) hD
+      (by linear_combination (a.choose k : ℝ) * b.choose l * e4)]
   ring
 
```
